# Near the gap, a repulsive Coulomb kernel suppresses the electron–hole contact density faster than any power of the energy

The contact density of an electron–hole scattering state, relative to a free pair, is postulated here as

$$S(x)=e^{\pi x}\,|\Gamma(1+ix)|^2 ,$$

and not derived from a wave equation. It stands for the probability density of finding electron and hole at the same point, divided by its value for a free pair, in a three-dimensional two-band model with isotropic parabolic bands and a $1/r$ interaction divided by a dielectric constant, so that its long range is kept. The real number $x$ is the coupling, positive for attraction. A Bethe–Salpeter kernel whose direct term has the wrong sign turns $x$ into $-x$. Exchange, bound excitons and broadening are left out.

In Lean, $S$ is `contactDensity`. The Gamma form is regular at $x=0$, where $S(0)=1$.

```lean
import Mathlib

open Filter
open scoped Real Topology ComplexConjugate

namespace WrongSignElectronHoleKernel

noncomputable section

/-- Contact density of an electron-hole Coulomb scattering state relative to a free pair,
`exp (π x) |Γ(1 + i x)|²`; the coupling `x` is positive for attraction and negative for
repulsion. -/
def contactDensity (x : ℝ) : ℝ :=
  Real.exp (π * x) * ‖Complex.Gamma (1 + (x : ℂ) * Complex.I)‖ ^ 2
```

## (a) Modulus of the Gamma factor

Show that for $x\neq0$
$$|\Gamma(1+ix)|^2=\frac{\pi x}{\sinh \pi x}.$$

**Solution.** Conjugation gives $\overline{\Gamma(1+ix)}=\Gamma(1-ix)$, and the recurrence gives $\Gamma(1+ix)=ix\,\Gamma(ix)$. By the reflection formula,
$$|\Gamma(1+ix)|^2=ix\,\Gamma(ix)\Gamma(1-ix)=\frac{ix\,\pi}{\sin(i\pi x)}=\frac{ix\,\pi}{i\sinh\pi x}=\frac{\pi x}{\sinh\pi x}.$$
These steps are `hconj`, `hrec` and `hsin`; the equality is proved in the complex numbers and then cast back to the reals.

```lean
/-- For nonzero coupling, the squared modulus of the Coulomb Gamma factor is
`π x / sinh (π x)`. -/
theorem gamma_norm_sq {x : ℝ} (hx : x ≠ 0) :
    ‖Complex.Gamma (1 + (x : ℂ) * Complex.I)‖ ^ 2 = π * x / Real.sinh (π * x) := by
  have hI := Complex.I_ne_zero
  have hxI : (x : ℂ) * Complex.I ≠ 0 := mul_ne_zero (by exact_mod_cast hx) hI
  have hs : Real.sinh (π * x) ≠ 0 := fun h =>
    mul_ne_zero Real.pi_ne_zero hx (Real.sinh_eq_zero.1 h)
  have hs' : Complex.sinh ((π : ℂ) * (x : ℂ)) ≠ 0 := by exact_mod_cast hs
  have hconj : conj (Complex.Gamma (1 + (x : ℂ) * Complex.I))
      = Complex.Gamma (1 - (x : ℂ) * Complex.I) := by
    rw [← Complex.Gamma_conj]
    congr 1
    simp [sub_eq_add_neg]
  have hrec : Complex.Gamma (1 + (x : ℂ) * Complex.I)
      = (x : ℂ) * Complex.I * Complex.Gamma ((x : ℂ) * Complex.I) := by
    rw [add_comm]
    exact Complex.Gamma_add_one _ hxI
  have hsin : Complex.sin ((π : ℂ) * ((x : ℂ) * Complex.I))
      = Complex.sinh ((π : ℂ) * (x : ℂ)) * Complex.I := by
    rw [← mul_assoc, Complex.sin_mul_I]
  -- the reflection formula evaluates the product of the two conjugate Gamma values
  have h : ((‖Complex.Gamma (1 + (x : ℂ) * Complex.I)‖ ^ 2 : ℝ) : ℂ)
      = ((π * x / Real.sinh (π * x) : ℝ) : ℂ) := by
    rw [Complex.sq_norm, ← Complex.mul_conj, hconj, hrec, mul_assoc,
      Complex.Gamma_mul_Gamma_one_sub, hsin]
    push_cast
    field_simp
  exact_mod_cast h
```

## (b) Sommerfeld's closed form

Show that for $x\ne0$
$$S(x)=\frac{2\pi x}{1-e^{-2\pi x}}.$$

**Solution.** Insert (a), write out the hyperbolic sine, and divide numerator and denominator by $e^{\pi x}$:
$$S(x)=\frac{2\pi x\,e^{\pi x}}{e^{\pi x}-e^{-\pi x}}=\frac{2\pi x}{1-e^{-2\pi x}}.$$
Lean cross-multiplies the two nonzero denominators and uses $e^{\pi x}e^{-\pi x}=1$, named `huv`.

```lean
/-- For nonzero coupling, the contact density is the Sommerfeld factor
`2πx / (1 - exp (-2πx))`. -/
theorem contactDensity_eq {x : ℝ} (hx : x ≠ 0) :
    contactDensity x = 2 * π * x / (1 - Real.exp (-(2 * π * x))) := by
  have hs : Real.sinh (π * x) ≠ 0 := fun h =>
    mul_ne_zero Real.pi_ne_zero hx (Real.sinh_eq_zero.1 h)
  have hd : 1 - Real.exp (-(2 * π * x)) ≠ 0 := by
    intro h
    have h' := (Real.exp_eq_one_iff _).1 (sub_eq_zero.1 h).symm
    have h0 : π * x = 0 := by linarith
    exact mul_ne_zero Real.pi_ne_zero hx h0
  have he : Real.exp (-(2 * π * x)) = Real.exp (-(π * x)) * Real.exp (-(π * x)) := by
    rw [← Real.exp_add]
    congr 1
    ring
  have huv : Real.exp (π * x) * Real.exp (-(π * x)) = 1 := by
    rw [← Real.exp_add, add_neg_cancel, Real.exp_zero]
  rw [contactDensity, gamma_norm_sq hx, ← mul_div_assoc, div_eq_div_iff hs hd, he,
    Real.sinh_eq]
  linear_combination (-(π * x) * Real.exp (-(π * x))) * huv
```

## (c) Reversing the sign

Show that for every real $x$
$$S(-x)=e^{-2\pi x}S(x).$$

**Solution.** At $x=0$ both sides are $S(0)$. Otherwise $\pi x/\sinh\pi x$ is even, so only the prefactor changes, from $e^{\pi x}$ to $e^{-\pi x}=e^{-2\pi x}e^{\pi x}$.

```lean
/-- Reversing the sign of the coupling multiplies the contact density by `exp (-2πx)`. -/
theorem contactDensity_neg (x : ℝ) :
    contactDensity (-x) = Real.exp (-(2 * π * x)) * contactDensity x := by
  by_cases hx : x = 0
  · simp [hx]
  have he : Real.exp (-(π * x)) = Real.exp (-(2 * π * x)) * Real.exp (π * x) := by
    rw [← Real.exp_add]
    congr 1
    ring
  rw [contactDensity, contactDensity, gamma_norm_sq (neg_ne_zero.2 hx), gamma_norm_sq hx,
    mul_neg, Real.sinh_neg, neg_div_neg_eq, he, mul_assoc]
```

## (d) Difference of the two signs

Show that for every real $x$
$$S(x)-S(-x)=2\pi x.$$

**Solution.** At $x=0$ both sides vanish. Otherwise (c) turns the left side into $S(x)(1-e^{-2\pi x})$, which is $2\pi x$ by (b).

```lean
/-- The contact densities for attraction and repulsion of equal strength differ by `2πx`. -/
theorem contactDensity_sub (x : ℝ) :
    contactDensity x - contactDensity (-x) = 2 * π * x := by
  by_cases hx : x = 0
  · simp [hx]
  have hd : 1 - Real.exp (-(2 * π * x)) ≠ 0 := by
    intro h
    have h' := (Real.exp_eq_one_iff _).1 (sub_eq_zero.1 h).symm
    have h0 : π * x = 0 := by linarith
    exact mul_ne_zero Real.pi_ne_zero hx h0
  have h := div_mul_cancel₀ (2 * π * x) hd
  rw [← contactDensity_eq hx] at h
  rw [contactDensity_neg]
  linear_combination h
```

## (e) Product of the two signs

Show that for $x>0$
$$S(x)S(-x)=\left(\frac{\pi x}{\sinh\pi x}\right)^2<1.$$

**Solution.** The prefactors $e^{\pi x}$ and $e^{-\pi x}$ cancel, and (a) supplies the square. Since $\sinh y>y$ for $y>0$, the ratio lies strictly between 0 and 1.

The strict inequality needs $x\neq0$: at $x=0$ the product is $S(0)^2=1$.

```lean
/-- For `x > 0`, the product of the attractive and repulsive contact densities is
`(πx / sinh (πx))²`, which is less than one. -/
theorem contactDensity_mul {x : ℝ} (hx : 0 < x) :
    contactDensity x * contactDensity (-x) = (π * x / Real.sinh (π * x)) ^ 2 ∧
      contactDensity x * contactDensity (-x) < 1 := by
  have hpx : 0 < π * x := mul_pos Real.pi_pos hx
  have hs : 0 < Real.sinh (π * x) := Real.sinh_pos_iff.2 hpx
  have huv : Real.exp (π * x) * Real.exp (-(π * x)) = 1 := by
    rw [← Real.exp_add, add_neg_cancel, Real.exp_zero]
  have h : contactDensity x * contactDensity (-x) = (π * x / Real.sinh (π * x)) ^ 2 := by
    rw [contactDensity, contactDensity, gamma_norm_sq (neg_ne_zero.2 hx.ne'),
      gamma_norm_sq hx.ne', mul_neg, Real.sinh_neg, neg_div_neg_eq]
    linear_combination (π * x / Real.sinh (π * x)) ^ 2 * huv
  refine ⟨h, ?_⟩
  rw [h]
  exact pow_lt_one₀ (div_pos hpx hs).le
    ((div_lt_one hs).2 (Real.self_lt_sinh_iff.2 hpx)) two_ne_zero
```

## (f) Exponential bound for repulsion

Show that for $x>0$
$$S(-x)\le(1+2\pi x)\,e^{-2\pi x}.$$

**Solution.** Put $a=2\pi x$. Combining (c) and (d) gives $S(-x)=e^{-a}\bigl(a+S(-x)\bigr)$, hence
$$S(-x)(1-e^{-a})=a\,e^{-a}\quad\text{(`hrel`)}.$$
From $1+a\le e^a$ we get $a e^{-a}\le1-e^{-a}$, so $S(-x)\le1$ (`h1`). Then $S(x)=a+S(-x)\le1+a$, and (c) gives the bound.

```lean
/-- For `x > 0`, the repulsive contact density is at most `(1 + 2πx) exp (-2πx)`. -/
theorem repulsive_bound {x : ℝ} (hx : 0 < x) :
    contactDensity (-x) ≤ (1 + 2 * π * x) * Real.exp (-(2 * π * x)) := by
  have ha : 0 < 2 * π * x := by positivity
  have hsub := contactDensity_sub x
  have hneg := contactDensity_neg x
  have he : 0 < Real.exp (-(2 * π * x)) := Real.exp_pos _
  have he1 : Real.exp (-(2 * π * x)) < 1 := Real.exp_lt_one_iff.2 (by linarith)
  have hb : Real.exp (-(2 * π * x)) * (2 * π * x + 1) ≤ 1 := by
    calc Real.exp (-(2 * π * x)) * (2 * π * x + 1)
        ≤ Real.exp (-(2 * π * x)) * Real.exp (2 * π * x) :=
          mul_le_mul_of_nonneg_left (Real.add_one_le_exp _) he.le
      _ = 1 := by rw [← Real.exp_add, neg_add_cancel, Real.exp_zero]
  have hS : contactDensity x = 2 * π * x + contactDensity (-x) := by linarith
  have hrel : contactDensity (-x) * (1 - Real.exp (-(2 * π * x)))
      = Real.exp (-(2 * π * x)) * (2 * π * x) := by
    rw [hS] at hneg
    linear_combination hneg
  -- repulsion never raises the contact density above that of a free pair
  have h1 : contactDensity (-x) ≤ 1 := by
    refine le_of_mul_le_mul_right ?_ (sub_pos.2 he1)
    rw [hrel]
    linarith
  rw [hneg, mul_comm]
  exact mul_le_mul_of_nonneg_right (by linarith) he.le
```

## (g) Strong repulsion

Show that for every real $s$
$$x^sS(-x)\to0\qquad(x\to\infty).$$

**Solution.** By (f), for $x>0$,
$$0\le x^sS(-x)\le x^se^{-2\pi x}+2\pi x^{s+1}e^{-2\pi x}.$$
Both terms on the right tend to zero, and `squeeze_zero'` concludes.

```lean
/-- As `x → ∞`, the contact density at the repulsive coupling `-x` vanishes faster than any power of
`1/x`. -/
theorem repulsive_decay (s : ℝ) :
    Tendsto (fun x : ℝ => x ^ s * contactDensity (-x)) atTop (𝓝 0) := by
  have hp : 0 < 2 * π := by positivity
  have h := (tendsto_rpow_mul_exp_neg_mul_atTop_nhds_zero s (2 * π) hp).add
    ((tendsto_rpow_mul_exp_neg_mul_atTop_nhds_zero (s + 1) (2 * π) hp).const_mul (2 * π))
  rw [mul_zero, add_zero] at h
  refine squeeze_zero' ?_ ?_ h
  · filter_upwards [eventually_gt_atTop (0 : ℝ)] with x hx
    have h0 : 0 ≤ contactDensity (-x) := by
      unfold contactDensity
      positivity
    exact mul_nonneg (Real.rpow_nonneg hx.le s) h0
  · filter_upwards [eventually_gt_atTop (0 : ℝ)] with x hx
    refine (mul_le_mul_of_nonneg_left (repulsive_bound hx)
      (Real.rpow_nonneg hx.le s)).trans (le_of_eq ?_)
    rw [Real.rpow_add hx, Real.rpow_one, neg_mul]
    ring
```

## (h) The edge with the wrong sign

Let $E>0$ be the energy above the gap in exciton Rydbergs, with $x=E^{-1/2}$. The exciton Rydberg is the binding energy of the lowest exciton in the same model with the attractive sign. Show that for every real $k$
$$E^{-k}S(-E^{-1/2})\to0\qquad(E\downarrow0).$$

**Solution.** As $E\downarrow0$, $x\to\infty$, and $E^{-k}=x^{2k}$. Apply (g) with $s=2k$. The filter `𝓝[>] 0` expresses the approach from above.

```lean
/-- With a repulsive kernel and coupling `-E^(-1/2)`, where `E` is the energy above the gap in
exciton Rydbergs, the contact density vanishes at the edge faster than any power of `E`. -/
theorem repulsive_edge (k : ℝ) :
    Tendsto (fun E : ℝ => E ^ (-k) * contactDensity (-(E ^ (-(1 / 2) : ℝ))))
      (𝓝[>] 0) (𝓝 0) := by
  -- approaching the edge means going to infinite coupling
  have hx : Tendsto (fun E : ℝ => E ^ (-(1 / 2) : ℝ)) (𝓝[>] 0) atTop := by
    have h := (tendsto_rpow_atTop (show (0 : ℝ) < 1 / 2 by norm_num)).comp
      (tendsto_inv_nhdsGT_zero (𝕜 := ℝ))
    refine h.congr' ?_
    filter_upwards [self_mem_nhdsWithin] with E hE
    have hE0 : 0 < E := hE
    rw [Function.comp_apply, Real.inv_rpow hE0.le, Real.rpow_neg hE0.le]
  refine ((repulsive_decay (2 * k)).comp hx).congr' ?_
  filter_upwards [self_mem_nhdsWithin] with E hE
  have hE0 : 0 < E := hE
  rw [Function.comp_apply, ← Real.rpow_mul hE0.le,
    show (-(1 / 2) : ℝ) * (2 * k) = -k by ring]
```

## (i) The edge with the right sign

Show that
$$E^{1/2}S(E^{-1/2})\to2\pi\qquad(E\downarrow0).$$

**Solution.** By (d), and since $E^{1/2}E^{-1/2}=1$,
$$E^{1/2}S(E^{-1/2})=2\pi+E^{1/2}S(-E^{-1/2}).$$
The last term vanishes by (h) with $k=-1/2$.

In this two-band model, if the transition is dipole-allowed with a constant matrix element, continuum absorption just above the gap is proportional to $E^{1/2}S$. Attraction therefore gives the continuum a finite step at the gap, while the wrong sign replaces the step by a rise from zero that is flatter than any power of $E$. Broadening and bound excitons, which are left out here, can mask the step in a computed spectrum.

```lean
/-- With an attractive kernel and coupling `E^(-1/2)`, where `E` is the energy above the gap in
exciton Rydbergs, the contact density times the free-pair factor `E^(1/2)` tends to `2π` at the
edge. -/
theorem attractive_edge :
    Tendsto (fun E : ℝ => E ^ (1 / 2 : ℝ) * contactDensity (E ^ (-(1 / 2) : ℝ)))
      (𝓝[>] 0) (𝓝 (2 * π)) := by
  have h := (repulsive_edge (-(1 / 2))).const_add (2 * π)
  rw [add_zero] at h
  refine h.congr' ?_
  filter_upwards [self_mem_nhdsWithin] with E hE
  have hE0 : 0 < E := hE
  have hp : E ^ (1 / 2 : ℝ) * E ^ (-(1 / 2) : ℝ) = 1 := by
    rw [← Real.rpow_add hE0, add_neg_cancel, Real.rpow_zero]
  have hs := contactDensity_sub (E ^ (-(1 / 2) : ℝ))
  rw [neg_neg]
  linear_combination (-(2 * π)) * hp - E ^ (1 / 2 : ℝ) * hs

end

end WrongSignElectronHoleKernel
```

```lean
#print axioms WrongSignElectronHoleKernel.contactDensity_mul
-- 'WrongSignElectronHoleKernel.contactDensity_mul' depends on axioms: [propext, Classical.choice, Quot.sound]
#print axioms WrongSignElectronHoleKernel.repulsive_edge
-- 'WrongSignElectronHoleKernel.repulsive_edge' depends on axioms: [propext, Classical.choice, Quot.sound]
#print axioms WrongSignElectronHoleKernel.attractive_edge
-- 'WrongSignElectronHoleKernel.attractive_edge' depends on axioms: [propext, Classical.choice, Quot.sound]
```
